# Inverse BFGS started from a multiple of the identity preserves the span of the gradients and acts as that multiple on the orthogonal complement

Each inverse BFGS update carries a scalar weight, the reciprocal of the dot product of the step with the change of gradient. A formal version must decide whether that reciprocal belongs to the definition or to a hypothesis. Here it is a hypothesis: the weights are a free real sequence $\rho_0, \rho_1, \dots$, and a condition pins them to their BFGS values in the one theorem that needs it. The subspace statements then hold for all weights, and the case of a vanishing denominator, which Lean's convention $1/0 = 0$ would turn into a skipped update, is excluded by that condition. The gradients are treated in the same spirit. No objective function appears: $g_0, g_1, \dots$ is an arbitrary sequence of vectors and $t_0, t_1, \dots$ an arbitrary sequence of real step lengths, so any inverse BFGS run in exact arithmetic that starts from a fixed multiple of the identity and steps along $-H_k g_k$ supplies an instance, whatever the line search.

## The recursion and the gradient subspace

Vectors are real functions on a finite index type `n`, that is, columns in $\mathbb{R}^N$ with $N$ the number of indices. Lean writes the product of a matrix and a vector as `*ᵥ`, the Euclidean dot product $a^T b$ as `⬝ᵥ`, and the outer product $a b^T$ as `vecMulVec`. Orthogonality always refers to this dot product, so the metric is that of the chosen coordinates.

```lean
import Mathlib

open Matrix

namespace BFGSGradientSubspace

noncomputable section

variable {n : Type*} [Fintype n] [DecidableEq n]
```

For a real weight $\rho$, a matrix $H$ and vectors $s, y$, with $I$ the identity matrix, the update is
$$U_\rho(H,s,y) = (I - \rho\, s y^T)\, H\, (I - \rho\, y s^T) + \rho\, s s^T .$$

```lean
/-- The inverse update of BFGS form with weight `ρ`:
`(I - ρ s yᵀ) H (I - ρ y sᵀ) + ρ s sᵀ`. -/
def update (ρ : ℝ) (H : Matrix n n ℝ) (s y : n → ℝ) : Matrix n n ℝ :=
  (1 - ρ • vecMulVec s y) * H * (1 - ρ • vecMulVec y s) + ρ • vecMulVec s s
```

The gradient difference is $y_k = g_{k+1} - g_k$.

```lean
/-- The gradient difference `y_k = g_{k+1} - g_k`. -/
def gradDiff (g : ℕ → n → ℝ) (k : ℕ) : n → ℝ := g (k + 1) - g k
```

The matrices $H_k$ approximate the inverse Hessian. They start from $H_0 = \gamma I$, where the real number $\gamma$ stands for a guessed inverse curvature that is the same in every direction and stays fixed during the run. Its sign is not restricted. The recursion is $H_{k+1} = U_{\rho_k}(H_k, s_k, y_k)$ with the quasi-Newton step $s_k = -t_k H_k g_k$. The step is written out inside `invHess` and receives its name `step` afterwards, since it depends on $H_k$.

```lean
/-- The inverse Hessian approximations: `H_0 = γ I`, and `H_{k+1}` is the update of `H_k` with
weight `ρ_k`, step `-t_k H_k g_k` and gradient difference `y_k`. -/
def invHess (γ : ℝ) (t ρ : ℕ → ℝ) (g : ℕ → n → ℝ) : ℕ → Matrix n n ℝ
  | 0 => γ • (1 : Matrix n n ℝ)
  | k + 1 => update (ρ k) (invHess γ t ρ g k) (-(t k) • (invHess γ t ρ g k *ᵥ g k))
      (gradDiff g k)

/-- The quasi-Newton step `s_k = -t_k H_k g_k`. -/
def step (γ : ℝ) (t ρ : ℕ → ℝ) (g : ℕ → n → ℝ) (k : ℕ) : n → ℝ :=
  -(t k) • (invHess γ t ρ g k *ᵥ g k)
```

The gradient subspace is $G_k = \operatorname{span}(g_0, \dots, g_k)$. The index type `Fin (k + 1)` holds the numbers $0, \dots, k$, so $G_k$ has $k+1$ generators, which need not be independent.

```lean
/-- The gradient subspace `G_k = span(g_0, ..., g_k)`. -/
def gradSpan (g : ℕ → n → ℝ) (k : ℕ) : Submodule ℝ (n → ℝ) :=
  Submodule.span ℝ (Set.range fun i : Fin (k + 1) => g i)
```

## (a) Action of the update on a vector

*Compute $U_\rho(H,s,y)\,v$ for an arbitrary vector $v$.*

A rank-one term acts on a vector $w$ as $(\rho\, p q^T) w = \rho\,(q^T w)\, p$ for any vectors $p, q$. Apply the factors from right to left. The right factor gives $u = (I - \rho\, y s^T) v = v - \rho (s^T v)\, y$. The left factor sends $Hu$ to $Hu - \rho\,(y^T H u)\, s$, and the last term contributes $\rho (s^T v)\, s$. Together,
$$U_\rho(H,s,y)\,v = Hu - \rho\,(y^T H u)\, s + \rho\,(s^T v)\, s .$$

In Lean, `h1` is the rank-one rule, proved componentwise. The two rewrites with `← mulVec_mulVec` turn the triple product into three successive actions on $v$, and `h1` is used once for each rank-one term. Nothing is assumed about $H$.

```lean
/-- With `u = v - ρ (sᵀv) y`, the updated matrix acts as
`v ↦ H u - ρ (yᵀ H u) s + ρ (sᵀv) s`. -/
theorem update_mulVec (ρ : ℝ) (H : Matrix n n ℝ) (s y v : n → ℝ) :
    update ρ H s y *ᵥ v = H *ᵥ (v - (ρ * (s ⬝ᵥ v)) • y)
      - (ρ * (y ⬝ᵥ H *ᵥ (v - (ρ * (s ⬝ᵥ v)) • y))) • s + (ρ * (s ⬝ᵥ v)) • s := by
  -- action of a rank-one term
  have h1 : ∀ a b w : n → ℝ, (ρ • vecMulVec a b) *ᵥ w = (ρ * (b ⬝ᵥ w)) • a := by
    intro a b w
    ext i
    simp only [Matrix.mulVec, dotProduct, Matrix.smul_apply, vecMulVec_apply, Pi.smul_apply,
      smul_eq_mul, Finset.sum_mul, Finset.mul_sum]
    exact Finset.sum_congr rfl fun j _ => by ring
  rw [update, add_mulVec, ← mulVec_mulVec, ← mulVec_mulVec, sub_mulVec, sub_mulVec,
    one_mulVec, one_mulVec, h1, h1, h1]
```

## (b) Symmetry of every $H_k$

*Show that $H_k^T = H_k$ for all $k$.*

The matrix $\gamma I$ is symmetric. Put $A = I - \rho_k s_k y_k^T$; then $A^T = I - \rho_k y_k s_k^T$ and $H_{k+1} = A H_k A^T + \rho_k s_k s_k^T$. Transposition reverses the product, $(A H_k A^T)^T = A H_k^T A^T$, which equals $A H_k A^T$ when $H_k$ is symmetric, and $s_k s_k^T$ is symmetric. Induction on $k$ finishes the argument. The `simp only` call pushes the transpose through sums, products and outer products and inserts the hypothesis `ih`.

```lean
/-- Every `H_k` is symmetric. -/
theorem invHess_symm (γ : ℝ) (t ρ : ℕ → ℝ) (g : ℕ → n → ℝ) (k : ℕ) :
    (invHess γ t ρ g k)ᵀ = invHess γ t ρ g k := by
  induction k with
  | zero => simp [invHess]
  | succ k ih =>
    simp only [invHess, update, transpose_add, transpose_mul, transpose_sub, transpose_smul,
      transpose_one, transpose_vecMulVec, ih, Matrix.mul_assoc]
```

## (c) The deviation from $\gamma I$ lies in the gradient subspace

*Show that $H_k v - \gamma v \in G_k$ for every $k$ and every vector $v$, whether or not $v$ lies in $G_k$.*

For $k = 0$ the deviation is zero. Assume the claim at $k$ for all vectors, and note $G_k \subseteq G_{k+1}$. The vector $y_k = g_{k+1} - g_k$ lies in $G_{k+1}$. So does $s_k$: the claim applied to $g_k$ gives $H_k g_k = (H_k g_k - \gamma g_k) + \gamma g_k \in G_{k+1}$, and $s_k$ is a multiple of this vector. Now fix $v$ and set
$$a = \rho_k\, s_k^T v, \qquad u = v - a y_k, \qquad w = H_k u, \qquad b = \rho_k\, y_k^T w .$$
Part (a) gives $H_{k+1} v = w - b s_k + a s_k$. Since $\gamma v = \gamma u + \gamma a\, y_k$,
$$H_{k+1} v - \gamma v = (w - \gamma u) + (a - b)\, s_k - \gamma a\, y_k .$$
The first bracket is the old deviation at $u$ and lies in $G_k$; the other two terms are multiples of vectors in $G_{k+1}$. The values of $a$ and $b$ were never used, so the weight $\rho_k$ may be any real number.

The Lean proof has `hmono` for the inclusion, `hy` and `hs` for the two memberships and `hu` for the old deviation at $u$. The `generalize` steps replace the long expressions by the variables `s`, `y`, `a`, `b`, `w`, and the displayed identity becomes `e`, which `module` proves by comparing the scalar coefficients of each vector.

```lean
/-- For every vector `v` the deviation `H_k v - γ v` lies in the gradient subspace `G_k`. -/
theorem deviation_mem (γ : ℝ) (t ρ : ℕ → ℝ) (g : ℕ → n → ℝ) (k : ℕ) (v : n → ℝ) :
    invHess γ t ρ g k *ᵥ v - γ • v ∈ gradSpan g k := by
  induction k generalizing v with
  | zero =>
    have h0 : invHess γ t ρ g 0 *ᵥ v - γ • v = 0 := by
      ext i
      simp [invHess, Matrix.mulVec, dotProduct, Matrix.one_apply]
    rw [h0]
    exact Submodule.zero_mem _
  | succ k ih =>
    have hmono : gradSpan g k ≤ gradSpan g (k + 1) := by
      apply Submodule.span_mono
      rintro _ ⟨i, rfl⟩
      exact ⟨i.castSucc, rfl⟩
    have hk : g k ∈ gradSpan g (k + 1) := Submodule.subset_span ⟨⟨k, by omega⟩, rfl⟩
    have hk1 : g (k + 1) ∈ gradSpan g (k + 1) :=
      Submodule.subset_span ⟨⟨k + 1, by omega⟩, rfl⟩
    -- both `y_k` and `s_k` lie in `G_{k+1}`
    have hy : gradDiff g k ∈ gradSpan g (k + 1) := Submodule.sub_mem _ hk1 hk
    have hs : -(t k) • (invHess γ t ρ g k *ᵥ g k) ∈ gradSpan g (k + 1) := by
      apply Submodule.smul_mem
      have := Submodule.add_mem _ (hmono (ih (g k))) (Submodule.smul_mem _ γ hk)
      rwa [sub_add_cancel] at this
    rw [invHess, update_mulVec]
    generalize -(t k) • (invHess γ t ρ g k *ᵥ g k) = s at hs ⊢
    generalize gradDiff g k = y at hy ⊢
    generalize ρ k * (s ⬝ᵥ v) = a
    generalize ρ k * (y ⬝ᵥ invHess γ t ρ g k *ᵥ (v - a • y)) = b
    have hu := hmono (ih (v - a • y))
    generalize invHess γ t ρ g k *ᵥ (v - a • y) = w at hu ⊢
    -- new deviation = old deviation at `u` plus multiples of `s_k` and `y_k`
    have e : w - b • s + a • s - γ • v
        = (w - γ • (v - a • y)) + (a - b) • s - (γ * a) • y := by module
    rw [e]
    exact Submodule.sub_mem _ (Submodule.add_mem _ hu (Submodule.smul_mem _ _ hs))
      (Submodule.smul_mem _ _ hy)
```

### Induction with the vector left free

The proof turns on the clause `generalizing v` in `induction k generalizing v`. The statement introduces `v` as a fixed variable. A plain induction on `k` would leave it fixed, and `ih` would say only that $H_k v - \gamma v \in G_k$ for that single vector. The inductive step never uses this instance. It needs the claim at two other vectors, at $g_k$ in `ih (g k)` and at $u$ in `ih (v - a • y)`. With `generalizing v`, Lean moves `v` into the goal before the induction starts, so the property carried from $k$ to $k+1$ is "for all $v$, $H_k v - \gamma v \in G_k$", and `ih` becomes a function that takes a vector and returns a membership proof. This is the formal version of the words "for all vectors" in the inductive assumption. It also fits the choice of statement: $u = v - a y_k$ is in general not in $G_k$ even when $v \in G_{k+1}$, so the hypothesis that $H_k$ maps $G_k$ into itself could not be applied to it, whereas the deviation statement holds for every vector.

## (d) Invariance of $G_k$

*Show that $v \in G_k$ implies $H_k v \in G_k$, for arbitrary weights.*

Write $H_k v = (H_k v - \gamma v) + \gamma v$. The first term lies in $G_k$ by (c) and the second by assumption. The map is into $G_k$; nothing says it is onto, and for $\gamma = 0$, $k = 0$ it is the zero map.

```lean
/-- `H_k` maps the gradient subspace `G_k` into itself, for arbitrary weights. -/
theorem invHess_maps_gradSpan (γ : ℝ) (t ρ : ℕ → ℝ) (g : ℕ → n → ℝ) (k : ℕ) {v : n → ℝ}
    (hv : v ∈ gradSpan g k) : invHess γ t ρ g k *ᵥ v ∈ gradSpan g k := by
  have := Submodule.add_mem _ (deviation_mem γ t ρ g k v) (Submodule.smul_mem _ γ hv)
  rwa [sub_add_cancel] at this
```

## (e) Scalar action on the orthogonal complement

*Show that $H_k v = \gamma v$ whenever $u^T v = 0$ for all $u \in G_k$, again for arbitrary weights.*

Let $d = H_k v - \gamma v$, which lies in $G_k$ by (c). For any $w \in G_k$, symmetry gives
$$w^T d = w^T H_k v - \gamma\, w^T v = (H_k w)^T v - \gamma\, w^T v .$$
Both terms vanish, because $w \in G_k$ and, by (d), $H_k w \in G_k$. Taking $w = d$ yields $d^T d = 0$, so $d = 0$.

The computation of $w^T d$ is `horth`. There `Matrix.dotProduct_mulVec` and `← mulVec_transpose` move the matrix onto $w$ as $H_k^T$, and `invHess_symm` removes the transpose. The last line uses `dotProduct_self_eq_zero`, the definiteness of the real dot product. If the gradients already span $\mathbb{R}^N$, only $v = 0$ meets the hypothesis.

```lean
/-- `H_k v = γ v` for every `v` orthogonal to the gradient subspace `G_k`, for arbitrary
weights. -/
theorem invHess_orthogonal (γ : ℝ) (t ρ : ℕ → ℝ) (g : ℕ → n → ℝ) (k : ℕ) {v : n → ℝ}
    (hv : ∀ u ∈ gradSpan g k, u ⬝ᵥ v = 0) : invHess γ t ρ g k *ᵥ v = γ • v := by
  have hd := deviation_mem γ t ρ g k v
  -- by symmetry the deviation at `v` is orthogonal to all of `G_k`
  have horth : ∀ w ∈ gradSpan g k, w ⬝ᵥ (invHess γ t ρ g k *ᵥ v - γ • v) = 0 := by
    intro w hw
    rw [dotProduct_sub, dotProduct_smul, hv w hw, Matrix.dotProduct_mulVec,
      ← mulVec_transpose, invHess_symm, hv _ (invHess_maps_gradSpan γ t ρ g k hw)]
    simp
  exact sub_eq_zero.mp (dotProduct_self_eq_zero.mp (horth _ hd))
```

## (f) The BFGS weights: secant equations together with the subspace structure

*Fix $k$ and assume $\rho_j\,(y_j^T s_j) = 1$ for all $j < k$. Show that $H_{j+1} y_j = s_j$ for all $j < k$, that $H_k$ maps $G_k$ into itself, and that $H_k v = \gamma v$ for every $v$ orthogonal to $G_k$.*

Apply (a) to $v = y_j$ with $H = H_j$, $s = s_j$, $y = y_j$, $\rho = \rho_j$. The scalar $\rho_j\, s_j^T y_j$ equals $1$, so $u = y_j - y_j = 0$. The first two terms of (a) vanish and the third is $s_j$. The remaining claims are (d) and (e).

The hypothesis `hρ` says that $y_j^T s_j \neq 0$ and $\rho_j = 1/(y_j^T s_j)$ for the $k$ updates that build $H_k$. When $g_j$ is the gradient of a smooth energy at a point $x_j$ and $x_{j+1} = x_j + s_j$, the number $y_j^T s_j$ is the change of the directional derivative along the step, so the condition requires a nonzero average curvature along $s_j$; this is assumed and not derived from a line search. Its sign is left open, and positive definiteness of $H_k$, descent and convergence are not addressed. The secant equation is stated for the matrix $H_{j+1}$ that directly follows step $j$, not for later matrices. For $k = 0$ both the hypothesis and the secant claim are empty, and the other two claims concern $\gamma I$. In the proof, `change` exposes $H_{j+1}$ as an `update`, the rewrite with `h` sets the scalar to $1$, and `simp` removes the zero terms.

```lean
/-- Inverse BFGS from `H_0 = γ I` with weights `ρ_j (y_jᵀ s_j) = 1` for `j < k`: the secant
equations `H_{j+1} y_j = s_j` hold, `H_k` maps `G_k` into itself, and `H_k v = γ v` for every
`v` orthogonal to `G_k`. -/
theorem bfgs_gradient_subspace (γ : ℝ) (t ρ : ℕ → ℝ) (g : ℕ → n → ℝ) (k : ℕ)
    (hρ : ∀ j < k, ρ j * (gradDiff g j ⬝ᵥ step γ t ρ g j) = 1) :
    (∀ j < k, invHess γ t ρ g (j + 1) *ᵥ gradDiff g j = step γ t ρ g j) ∧
    (∀ v ∈ gradSpan g k, invHess γ t ρ g k *ᵥ v ∈ gradSpan g k) ∧
    (∀ v, (∀ u ∈ gradSpan g k, u ⬝ᵥ v = 0) → invHess γ t ρ g k *ᵥ v = γ • v) := by
  refine ⟨fun j hj => ?_, fun v hv => invHess_maps_gradSpan γ t ρ g k hv,
    fun v hv => invHess_orthogonal γ t ρ g k hv⟩
  have h := hρ j hj
  rw [dotProduct_comm] at h
  change update (ρ j) (invHess γ t ρ g j) (step γ t ρ g j) (gradDiff g j) *ᵥ _ = _
  rw [update_mulVec, h]
  simp
```

## (g) Rank of $H_k - \gamma I$

*Show that $\operatorname{rank}(H_k - \gamma I) \le k + 1$ for arbitrary weights.*

The rank is the dimension of the range. Every vector in the range has the form $H_k v - \gamma v$ and lies in $G_k$ by (c). A span of $k+1$ vectors has dimension at most $k+1$. The bound carries information when $k + 1 < N$, and at $k = 0$ the matrix is zero, below the bound $1$.

The inclusion of the range is `hle`, the dimension count is `finrank_range_le_card`, and `Submodule.finrank_mono` joins the two.

```lean
/-- The matrix `H_k - γ I` has rank at most `k + 1`. -/
theorem rank_deviation_le (γ : ℝ) (t ρ : ℕ → ℝ) (g : ℕ → n → ℝ) (k : ℕ) :
    (invHess γ t ρ g k - γ • (1 : Matrix n n ℝ)).rank ≤ k + 1 := by
  have hle : LinearMap.range (invHess γ t ρ g k - γ • (1 : Matrix n n ℝ)).mulVecLin
      ≤ gradSpan g k := by
    rintro _ ⟨v, rfl⟩
    have h1 : (γ • (1 : Matrix n n ℝ)) *ᵥ v = γ • v := by
      ext i
      simp [Matrix.mulVec, dotProduct, Matrix.one_apply]
    rw [mulVecLin_apply, sub_mulVec, h1]
    exact deviation_mem γ t ρ g k v
  have hc := finrank_range_le_card (R := ℝ) (fun i : Fin (k + 1) => g i)
  rw [Fintype.card_fin] at hc
  exact (Submodule.finrank_mono hle).trans hc
```

## (h) The iterates stay in an affine subspace

*Let points $x_0, x_1, \dots$ satisfy $x_{j+1} = x_j + s_j$ for all $j$. Show that $x_{k+1} - x_0 \in G_k$ for every $k$.*

Since $g_j \in G_j$, part (d) gives $H_j g_j \in G_j$ and so $s_j \in G_j$; this is `hs`. For $k = 0$ the displacement is $s_0$. For the inductive step, $x_{k+2} - x_0 = (x_{k+1} - x_0) + s_{k+1}$ with the first term in $G_k \subseteq G_{k+1}$ and the second in $G_{k+1}$. The statement does not tie $g_k$ to $x_k$.

This bears on geometry optimisation in Cartesian coordinates: in exact arithmetic, with the fixed scalar start $\gamma I$, the displacement has no component in a direction orthogonal to all gradients seen so far. For example, if every gradient is invariant under a point group that acts linearly on these coordinates, then so is every displacement from $x_0$, because the invariant vectors form a subspace that contains $G_k$. No theorem here mentions a group. A model Hessian or diagonal preconditioner as starting matrix, a $\gamma$ rescaled between steps and rounding errors are not covered.

```lean
/-- Iterates with `x_{k+1} = x_k + s_k` satisfy `x_{k+1} - x_0 ∈ G_k`. -/
theorem iterate_mem (γ : ℝ) (t ρ : ℕ → ℝ) (g x : ℕ → n → ℝ)
    (hx : ∀ k, x (k + 1) = x k + step γ t ρ g k) (k : ℕ) :
    x (k + 1) - x 0 ∈ gradSpan g k := by
  have hs : ∀ j, step γ t ρ g j ∈ gradSpan g j := fun j =>
    Submodule.smul_mem _ _ (invHess_maps_gradSpan γ t ρ g j
      (Submodule.subset_span ⟨⟨j, by omega⟩, rfl⟩))
  induction k with
  | zero =>
    rw [hx, add_sub_cancel_left]
    exact hs 0
  | succ k ih =>
    have hmono : gradSpan g k ≤ gradSpan g (k + 1) := by
      apply Submodule.span_mono
      rintro _ ⟨i, rfl⟩
      exact ⟨i.castSucc, rfl⟩
    rw [hx (k + 1), add_sub_right_comm]
    exact Submodule.add_mem _ (hmono ih) (hs (k + 1))
```

## (i) One step in three dimensions

*Let $e_0, e_1, e_2$ be the standard basis of $\mathbb{R}^3$. Take $g_0 = e_0$, $g_k = e_1$ for $k \ge 1$, and $\gamma = t_k = \rho_k = 1$. Verify the weight condition at the first step and compute $H_1$.*

```lean
/-- Gradients in three dimensions with `g_0 = e_0` and `g_k = e_1` afterwards. -/
def sampleGrad (k : ℕ) : Fin 3 → ℝ := if k = 0 then ![1, 0, 0] else ![0, 1, 0]
```

Here $H_0 = I$, $s_0 = -e_0 = (-1, 0, 0)^T$ and $y_0 = e_1 - e_0 = (-1, 1, 0)^T$, so $\rho_0\, y_0^T s_0 = 1$. With $A = I - s_0 y_0^T$,
$$A = \begin{pmatrix} 0&1&0\\ 0&1&0\\ 0&0&1 \end{pmatrix}, \quad A A^T = \begin{pmatrix} 1&1&0\\ 1&1&0\\ 0&0&1 \end{pmatrix}, \quad H_1 = A A^T + s_0 s_0^T = \begin{pmatrix} 2&1&0\\ 1&1&0\\ 0&0&1 \end{pmatrix}.$$
The theorem states the weight condition, which is the hypothesis of (f) for $k = 1$, and this matrix. The block form displays (d) and (e): the upper block acts on $G_1 = \operatorname{span}(e_0, e_1)$, and $e_2$ is multiplied by $\gamma = 1$. Lean evaluates the dot product by `simp` and compares the nine entries after `fin_cases`.

```lean
/-- For `sampleGrad` with `γ = t = ρ = 1` the weight condition holds at the first step, and
`H_1` is the displayed matrix. -/
theorem bfgs_gradient_subspace_witness :
    (1 : ℝ) * (gradDiff sampleGrad 0 ⬝ᵥ step 1 (fun _ => 1) (fun _ => 1) sampleGrad 0) = 1 ∧
    invHess 1 (fun _ => 1) (fun _ => 1) sampleGrad 1 = !![2, 1, 0; 1, 1, 0; 0, 0, 1] := by
  constructor
  · simp [gradDiff, step, invHess, sampleGrad, dotProduct, Fin.sum_univ_succ]
  · ext i j
    fin_cases i <;> fin_cases j <;>
      simp [gradDiff, invHess, update, sampleGrad, Matrix.mul_apply,
        Matrix.one_apply, Fin.sum_univ_succ]
    norm_num

end

end BFGSGradientSubspace
```

```lean
#print axioms BFGSGradientSubspace.bfgs_gradient_subspace
#print axioms BFGSGradientSubspace.rank_deviation_le
#print axioms BFGSGradientSubspace.iterate_mem
```

```
'BFGSGradientSubspace.bfgs_gradient_subspace' depends on axioms: [propext, Classical.choice, Quot.sound]
'BFGSGradientSubspace.rank_deviation_le' depends on axioms: [propext, Classical.choice, Quot.sound]
'BFGSGradientSubspace.iterate_mem' depends on axioms: [propext, Classical.choice, Quot.sound]
```
